# The Herzberg–Teller sum over states for a transition moment in a finite real basis

The electronic Hamiltonian is a real symmetric matrix $H(q)$ that depends on one nuclear coordinate $q$. Its orthonormal eigenvectors are $u_k(q)$, with energies $E_k(q)$. The finite type `n` labels both the basis functions and the states, so there are as many states as dimensions. $\langle a,b\rangle$ is the real dot product, and `matEl a A b` is the matrix element $\langle a,Ab\rangle$. A prime denotes the derivative at $q=0$. Outside a derivative, a quantity without an argument is taken at $q=0$.

The transition operator $M$, for example a dipole component, is a constant matrix. This describes a fixed electronic basis; basis functions that move with the nuclei would add further terms.

```lean
import Mathlib

open Matrix Filter Topology

namespace HerzbergTeller

noncomputable section

variable {n : Type*} [Fintype n]

/-- The matrix element `⟨a, A b⟩` of a real matrix between two real state vectors. -/
def matEl (a : n → ℝ) (A : Matrix n n ℝ) (b : n → ℝ) : ℝ := a ⬝ᵥ A *ᵥ b
```

## (a) Differentiating a matrix element

Let $a$, $A$ and $b$ be differentiable at $0$. Show that

$$\langle a,Ab\rangle'=\langle a',Ab\rangle+\langle a,A'b\rangle+\langle a,Ab'\rangle .$$

**Solution.** In components, $\langle a,Ab\rangle=\sum_{r,s}a_rA_{rs}b_s$. Each term is a product of three functions, so its derivative is $a_r'A_{rs}b_s+a_rA_{rs}'b_s+a_rA_{rs}b_s'$. Summing over $r$ and $s$ gives the claim. The Lean proof does the same, taking the derivative of $A$ entry by entry.

```lean
/-- Product rule: a matrix element changes through the left state, the operator and the
right state, when all three are differentiable at `q = 0`. -/
theorem hasDerivAt_matEl {a b : ℝ → n → ℝ} {a' b' : n → ℝ} {A : ℝ → Matrix n n ℝ}
    {A' : Matrix n n ℝ} (ha : HasDerivAt a a' 0)
    (hA : ∀ r s, HasDerivAt (fun q => A q r s) (A' r s) 0) (hb : HasDerivAt b b' 0) :
    HasDerivAt (fun q => matEl (a q) (A q) (b q))
      (matEl a' (A 0) (b 0) + matEl (a 0) A' (b 0) + matEl (a 0) (A 0) b') 0 := by
  have ha' := hasDerivAt_pi.1 ha
  have hb' := hasDerivAt_pi.1 hb
  simp only [matEl, dotProduct, mulVec]
  refine (HasDerivAt.fun_sum fun r _ => (ha' r).fun_mul
    (HasDerivAt.fun_sum fun s _ => (hA r s).fun_mul (hb' s))).congr_deriv ?_
  simp only [Finset.sum_add_distrib, mul_add, add_assoc]
```

## (b) A constant operator

For constant $M$, show that

$$\langle a,Mb\rangle'=\langle a',Mb\rangle+\langle a,Mb'\rangle .$$

**Solution.** Put $A=M$ and $A'=0$ in (a).

```lean
/-- Product rule for a constant operator `M` between states differentiable at `q = 0`. -/
theorem hasDerivAt_moment {a b : ℝ → n → ℝ} {a' b' : n → ℝ} (M : Matrix n n ℝ)
    (ha : HasDerivAt a a' 0) (hb : HasDerivAt b b' 0) :
    HasDerivAt (fun q => matEl (a q) M (b q)) (matEl a' M (b 0) + matEl (a 0) M b') 0 := by
  have h := hasDerivAt_matEl (A := fun _ => M) (A' := 0) ha
    (fun r s => hasDerivAt_const (0 : ℝ) (M r s)) hb
  refine h.congr_deriv ?_
  simp [matEl]
```

The remaining parts concern adiabatic states. The structure `AdiabaticStates` requires symmetry, the eigenvalue equation and orthonormality at every $q$, but derivatives of $H$ and $u_k$ only at $0$. Differentiability of the states is assumed, not derived, and it includes a smooth choice of their signs. The energies need not be assumed differentiable. The definition `htSlope` names the sum that part (g) derives.

```lean
variable [DecidableEq n]

/-- Adiabatic states `u k q` with energies `E k q` of a real symmetric Hamiltonian `H q`:
orthonormal eigenvectors, where `H` and `u` have derivatives `H'` and `u'` at `q = 0`. -/
structure AdiabaticStates (H : ℝ → Matrix n n ℝ) (H' : Matrix n n ℝ) (E : n → ℝ → ℝ)
    (u : n → ℝ → n → ℝ) (u' : n → n → ℝ) : Prop where
  symm : ∀ q, (H q)ᵀ = H q
  eigen : ∀ k q, H q *ᵥ u k q = E k q • u k q
  orthonormal : ∀ j k q, u j q ⬝ᵥ u k q = if j = k then 1 else 0
  deriv_H : ∀ r s, HasDerivAt (fun q => H q r s) (H' r s) 0
  deriv_u : ∀ k, HasDerivAt (u k) (u' k) 0

/-- The Herzberg-Teller sum over states for the transition `i → f`, with energies `e`, states
`w`, vibronic coupling `H'` and transition operator `M`. Its domain is `e k ≠ e i` for `k ≠ i`
and `e k ≠ e f` for `k ≠ f`. -/
def htSlope (e : n → ℝ) (w : n → n → ℝ) (H' M : Matrix n n ℝ) (f i : n) : ℝ :=
  ∑ k ∈ Finset.univ.erase i, matEl (w f) M (w k) * matEl (w k) H' (w i) / (e i - e k) +
  ∑ k ∈ Finset.univ.erase f, matEl (w k) H' (w f) * matEl (w k) M (w i) / (e f - e k)
```

## (c) Antisymmetric derivative couplings

Show for all $j,k$ that

$$\langle u_j',u_k\rangle+\langle u_j,u_k'\rangle=0 .$$

**Solution.** The overlap $\langle u_j(q),u_k(q)\rangle=\delta_{jk}$ is constant, so its derivative vanishes. By (b) with $M=1$, that derivative is the left-hand side. In Lean, `unique` equates the two derivatives of the same function.

```lean
variable {H : ℝ → Matrix n n ℝ} {H' : Matrix n n ℝ} {E : n → ℝ → ℝ}
  {u : n → ℝ → n → ℝ} {u' : n → n → ℝ}

/-- For adiabatic states, the derivative couplings `⟨u_j, u_k'⟩` at `q = 0` are
antisymmetric. -/
theorem coupling_antisymm (F : AdiabaticStates H H' E u u') (j k : n) :
    u' j ⬝ᵥ u k 0 + u j 0 ⬝ᵥ u' k = 0 := by
  have h := hasDerivAt_moment 1 (F.deriv_u j) (F.deriv_u k)
  have hc : (fun q => matEl (u j q) 1 (u k q)) = fun _ => if j = k then (1 : ℝ) else 0 := by
    funext q
    simp only [matEl, one_mulVec]
    exact F.orthonormal j k q
  rw [hc] at h
  have h0 := h.unique (hasDerivAt_const _ _)
  simpa only [matEl, one_mulVec] using h0
```

## (d) Energy gap times coupling

For $k\ne i$, show that

$$(E_i-E_k)\langle u_k,u_i'\rangle=\langle u_k,H'u_i\rangle .$$

**Solution.** For every $q$, $\langle u_k(q),H(q)u_i(q)\rangle=E_i(q)\,\delta_{ki}=0$, which is `hz`. Differentiating with (a), and letting $H$ act on $u_i$ to the right (`h1`) and, by symmetry, on $u_k$ to the left (`h2`), gives

$$0=E_i\langle u_k',u_i\rangle+\langle u_k,H'u_i\rangle+E_k\langle u_k,u_i'\rangle .$$

By (c), $\langle u_k',u_i\rangle=-\langle u_k,u_i'\rangle$, and rearranging gives the result. No derivative of an energy appears.

```lean
/-- For two different adiabatic states, the energy gap times the derivative coupling equals
the matrix element of `H'` at `q = 0`. -/
theorem gap_mul_coupling (F : AdiabaticStates H H' E u u') {k i : n} (hki : k ≠ i) :
    (E i 0 - E k 0) * (u k 0 ⬝ᵥ u' i) = matEl (u k 0) H' (u i 0) := by
  have h := hasDerivAt_matEl (F.deriv_u k) F.deriv_H (F.deriv_u i)
  -- the Hamiltonian stays diagonal in its own eigenstates
  have hz : (fun q => matEl (u k q) (H q) (u i q)) = fun _ => (0 : ℝ) := by
    funext q
    simp [matEl, F.eigen, F.orthonormal, hki]
  rw [hz] at h
  have h0 := h.unique (hasDerivAt_const _ _)
  have h1 : matEl (u' k) (H 0) (u i 0) = E i 0 * (u' k ⬝ᵥ u i 0) := by
    simp only [matEl, F.eigen, dotProduct_smul, smul_eq_mul]
  have h2 : matEl (u k 0) (H 0) (u' i) = E k 0 * (u k 0 ⬝ᵥ u' i) := by
    rw [matEl, Matrix.dotProduct_mulVec, ← mulVec_transpose, F.symm, F.eigen,
      smul_dotProduct, smul_eq_mul]
  rw [h1, h2] at h0
  linear_combination -h0 + E i 0 * coupling_antisymm F k i
```

## (e) Completeness

For orthonormal $w_k$, as many as there are dimensions, show that every vector $v$ satisfies

$$\sum_k\langle w_k,v\rangle\,w_k=v .$$

**Solution.** Let $U$ have the $w_k$ as rows. Orthonormality says $UU^{T}=1$. Since $U$ is square, $U^{T}U=1$ too, and $U^{T}(Uv)=v$ is the claimed expansion.

```lean
/-- Completeness: an orthonormal set of as many real states as there are dimensions expands
every vector. -/
theorem completeness {w : n → n → ℝ} (hw : ∀ j k, w j ⬝ᵥ w k = if j = k then 1 else 0)
    (v : n → ℝ) : ∑ k, (w k ⬝ᵥ v) • w k = v := by
  let U : Matrix n n ℝ := Matrix.of w
  have h1 : U * Uᵀ = 1 := by
    ext j k
    rw [Matrix.one_apply]
    exact hw j k
  have h2 : Uᵀ * U = 1 := mul_eq_one_comm.1 h1
  have h3 : Uᵀ *ᵥ (U *ᵥ v) = v := by rw [mulVec_mulVec, h2, one_mulVec]
  ext r
  refine Eq.trans ?_ (congrFun h3 r)
  simp only [Finset.sum_apply, Pi.smul_apply, smul_eq_mul]
  change _ = ∑ k, w k r * (w k ⬝ᵥ v)
  exact Finset.sum_congr rfl fun k _ => mul_comm _ _
```

## (f) First-order mixing of a state

Let $E_k\ne E_i$ for all $k\ne i$. Show that

$$u_i'=\sum_{k\ne i}\frac{\langle u_k,H'u_i\rangle}{E_i-E_k}\,u_k .$$

**Solution.** Expand $u_i'=\sum_k\langle u_k,u_i'\rangle u_k$ by (e). Part (c) with $j=k=i$ gives $2\langle u_i,u_i'\rangle=0$, so the term $k=i$ drops out. For the others, divide (d) by the non-zero gap. The `calc` block follows these three steps.

```lean
/-- First-order state mixing: the derivative of a non-degenerate adiabatic state is a sum over
the other states, weighted by vibronic coupling over energy gap. -/
theorem state_response (F : AdiabaticStates H H' E u u') {i : n}
    (hi : ∀ k, k ≠ i → E k 0 ≠ E i 0) :
    u' i = ∑ k ∈ Finset.univ.erase i,
      (matEl (u k 0) H' (u i 0) / (E i 0 - E k 0)) • u k 0 := by
  have hii : u i 0 ⬝ᵥ u' i = 0 := by
    have h := coupling_antisymm F i i
    rw [dotProduct_comm (u' i)] at h
    linarith
  calc u' i = ∑ k, (u k 0 ⬝ᵥ u' i) • u k 0 :=
        (completeness (fun j k => F.orthonormal j k 0) (u' i)).symm
    _ = ∑ k ∈ Finset.univ.erase i, (u k 0 ⬝ᵥ u' i) • u k 0 :=
        (Finset.sum_erase _ (by rw [hii, zero_smul])).symm
    _ = _ := by
        refine Finset.sum_congr rfl fun k hk => ?_
        have hki := Finset.ne_of_mem_erase hk
        have hd : E i 0 - E k 0 ≠ 0 := sub_ne_zero.2 (hi k hki).symm
        congr 1
        rw [eq_div_iff hd]
        linear_combination gap_mul_coupling F hki
```

## (g) The slope of the transition moment

Let $i$ and $f$ each be non-degenerate at $q=0$. Show that the derivative of $\langle u_f,Mu_i\rangle$ there is

$$\sum_{k\ne i}\frac{\langle u_f,Mu_k\rangle\langle u_k,H'u_i\rangle}{E_i-E_k}+\sum_{k\ne f}\frac{\langle u_k,H'u_f\rangle\langle u_k,Mu_i\rangle}{E_f-E_k}.$$

**Solution.** By (b), the derivative is $\langle u_f,Mu_i'\rangle+\langle u_f',Mu_i\rangle$. Inserting (f) for $u_i'$ gives the first sum (`h1`), and inserting it for $u_f'$ gives the second (`h2`).

Other levels may be degenerate among themselves. With a single basis function both sums are empty and the slope is zero.

In a vibronic spectrum with one coordinate and a finite electronic basis, this slope is the electronic factor of the linear Herzberg–Teller term; vibrational wavefunctions do not enter here. A program that obtains the slope by finite differences should in general align the signs of the eigenvectors between geometries, because a diagonaliser may return either sign.

```lean
/-- Herzberg-Teller formula: for adiabatic states with levels `i` and `f` non-degenerate at
`q = 0`, the transition moment of a constant operator `M` has the sum over states `htSlope`
as its derivative there. -/
theorem herzberg_teller (F : AdiabaticStates H H' E u u') (M : Matrix n n ℝ) {f i : n}
    (hi : ∀ k, k ≠ i → E k 0 ≠ E i 0) (hf : ∀ k, k ≠ f → E k 0 ≠ E f 0) :
    HasDerivAt (fun q => matEl (u f q) M (u i q))
      (htSlope (fun k => E k 0) (fun k => u k 0) H' M f i) 0 := by
  -- mixing of the initial state
  have h1 : matEl (u f 0) M (u' i) = ∑ k ∈ Finset.univ.erase i,
      matEl (u f 0) M (u k 0) * matEl (u k 0) H' (u i 0) / (E i 0 - E k 0) := by
    rw [state_response F hi]
    simp only [matEl, Matrix.dotProduct_mulVec, dotProduct_sum, dotProduct_smul, smul_eq_mul]
    exact Finset.sum_congr rfl fun k _ => by ring
  -- mixing of the final state
  have h2 : matEl (u' f) M (u i 0) = ∑ k ∈ Finset.univ.erase f,
      matEl (u k 0) H' (u f 0) * matEl (u k 0) M (u i 0) / (E f 0 - E k 0) := by
    rw [state_response F hf]
    simp only [matEl, sum_dotProduct, smul_dotProduct, smul_eq_mul]
    exact Finset.sum_congr rfl fun k _ => by ring
  refine (hasDerivAt_moment M (F.deriv_u f) (F.deriv_u i)).congr_deriv ?_
  rw [h1, h2, add_comm]
  rfl
```

## (h) Borrowing from one state

In addition to the assumptions of (g), let $H'$ couple $i$ to no other state, and $f$ to no other state except possibly $s\ne f$. Show that

$$\langle u_f,Mu_i\rangle'=\frac{\langle u_s,H'u_f\rangle\langle u_s,Mu_i\rangle}{E_f-E_s}.$$

**Solution.** Every term of the first sum in (g) contains a vanishing coupling. In the second sum only $k=s$ survives. To first order in $q$, the change in the moment of $i\to f$ is thus borrowed from $i\to s$.

```lean
/-- Intensity borrowing: if `H'` couples `i` to no other state and `f` only to `s`, with `i` and `f`
non-degenerate at `q = 0`, the slope of the moment `i → f` there is the moment `i → s` times the
coupling of `s` and `f` over the energy gap `E f - E s`. -/
theorem intensity_borrowing (F : AdiabaticStates H H' E u u') (M : Matrix n n ℝ) {f i s : n}
    (hi : ∀ k, k ≠ i → E k 0 ≠ E i 0) (hf : ∀ k, k ≠ f → E k 0 ≠ E f 0) (hs : s ≠ f)
    (ci : ∀ k, k ≠ i → matEl (u k 0) H' (u i 0) = 0)
    (cf : ∀ k, k ≠ f → k ≠ s → matEl (u k 0) H' (u f 0) = 0) :
    HasDerivAt (fun q => matEl (u f q) M (u i q))
      (matEl (u s 0) H' (u f 0) * matEl (u s 0) M (u i 0) / (E f 0 - E s 0)) 0 := by
  refine (herzberg_teller F M hi hf).congr_deriv ?_
  unfold htSlope
  refine (congrArg₂ (· + ·) (Finset.sum_eq_zero fun k hk => ?_)
    (Finset.sum_eq_single_of_mem s ?_ fun k hk hks => ?_)).trans (zero_add _)
  · simp [ci k (Finset.ne_of_mem_erase hk)]
  · exact Finset.mem_erase.2 ⟨hs, Finset.mem_univ _⟩
  · simp [cf k (Finset.ne_of_mem_erase hk) hks]
```

## (i) Onset of a forbidden transition

Under the assumptions of (g), let $\langle u_f,Mu_i\rangle=0$ at $q=0$, and let $S$ be the sum in (g). Show that

$$\lim_{q\to0}\left(\frac{\langle u_f(q),Mu_i(q)\rangle}{q}\right)^2=S^2 .$$

**Solution.** Since the moment vanishes at $0$, the quotient in brackets is its difference quotient, which tends to $S$ by (g). Squaring is continuous. If $S\ne0$, the squared moment therefore starts as $S^2q^2$.

```lean
/-- For a transition forbidden at `q = 0` between levels non-degenerate there, the squared
moment divided by `q ^ 2` tends to the squared Herzberg-Teller sum as `q → 0`. -/
theorem forbidden_intensity (F : AdiabaticStates H H' E u u') (M : Matrix n n ℝ) {f i : n}
    (hi : ∀ k, k ≠ i → E k 0 ≠ E i 0) (hf : ∀ k, k ≠ f → E k 0 ≠ E f 0)
    (h0 : matEl (u f 0) M (u i 0) = 0) :
    Tendsto (fun q => (matEl (u f q) M (u i q) / q) ^ 2) (𝓝[≠] 0)
      (𝓝 (htSlope (fun k => E k 0) (fun k => u k 0) H' M f i ^ 2)) := by
  have h := (hasDerivAt_iff_tendsto_slope.1 (herzberg_teller F M hi hf)).pow 2
  refine h.congr fun q => ?_
  simp only [slope_def_field, h0, sub_zero]
```

## (j) Two levels with rotating states

Let $a\ne b$ now be two real numbers, the energies, and let $u_0(q)=(\cos q,\sin q)$, $u_1(q)=(-\sin q,\cos q)$, and

$$H(q)=\begin{pmatrix}a\cos^2q+b\sin^2q&(a-b)\cos q\sin q\\(a-b)\cos q\sin q&a\sin^2q+b\cos^2q\end{pmatrix}.$$

```lean
/-- A two-level Hamiltonian with fixed energies `a`, `b` whose eigenstates rotate by the
angle `q`. -/
def rotH (a b q : ℝ) : Matrix (Fin 2) (Fin 2) ℝ :=
  !![a * Real.cos q ^ 2 + b * Real.sin q ^ 2, (a - b) * (Real.cos q * Real.sin q);
     (a - b) * (Real.cos q * Real.sin q), a * Real.sin q ^ 2 + b * Real.cos q ^ 2]

/-- The two orthogonal real states rotated by the angle `q`. -/
def rotStates (k : Fin 2) (q : ℝ) : Fin 2 → ℝ :=
  ![![Real.cos q, Real.sin q], ![-Real.sin q, Real.cos q]] k
```

Show that these are adiabatic states with distinct energies $a,b$ and

$$H'=\begin{pmatrix}0&a-b\\a-b&0\end{pmatrix},\qquad u_0'=(0,1),\qquad u_1'=(-1,0).$$

**Solution.** The first component of $H(q)u_0(q)$ is $a\cos q\,(\cos^2q+\sin^2q)=a\cos q$, and the second is likewise $a\sin q$. In the same way $H(q)u_1(q)=b\,u_1(q)$. Orthonormality is again $\cos^2q+\sin^2q=1$. At $q=0$ the diagonal entries of $H$ have slope $0$, the off-diagonal ones $a-b$, and the states have the slopes stated.

For $i=0$ and $f=1$, inserting these values into (g) by hand gives the slope $M_{11}-M_{00}$: with only two levels, the moment grows from the difference of the permanent moments.

```lean
/-- The rotating two-level model with `a ≠ b` has adiabatic states with distinct energies and
off-diagonal vibronic coupling `a - b`. -/
theorem adiabaticStates_witness {a b : ℝ} (hab : a ≠ b) :
    AdiabaticStates (rotH a b) !![0, a - b; a - b, 0] (fun k _ => ![a, b] k) rotStates
      ![![0, 1], ![-1, 0]] ∧ Function.Injective ![a, b] := by
  have hc : HasDerivAt Real.cos 0 0 := by simpa using Real.hasDerivAt_cos 0
  have hs : HasDerivAt Real.sin 1 0 := by simpa using Real.hasDerivAt_sin 0
  refine ⟨⟨?_, ?_, ?_, ?_, ?_⟩, ?_⟩
  · intro q
    ext r s
    fin_cases r <;> fin_cases s <;> rfl
  · intro k q
    have h := Real.sin_sq_add_cos_sq q
    ext r
    fin_cases k <;> fin_cases r <;>
      simp [rotH, rotStates, Matrix.mulVec, dotProduct, Fin.sum_univ_two]
    · linear_combination a * Real.cos q * h
    · linear_combination a * Real.sin q * h
    · linear_combination -b * Real.sin q * h
    · linear_combination b * Real.cos q * h
  · intro j k q
    fin_cases j <;> fin_cases k <;> simp [rotStates, dotProduct, Fin.sum_univ_two] <;>
      nlinarith [Real.sin_sq_add_cos_sq q]
  · have h00 : HasDerivAt (fun q => a * Real.cos q ^ 2 + b * Real.sin q ^ 2) 0 0 :=
      (((hc.fun_pow 2).const_mul a).fun_add ((hs.fun_pow 2).const_mul b)).congr_deriv (by simp)
    have h11 : HasDerivAt (fun q => a * Real.sin q ^ 2 + b * Real.cos q ^ 2) 0 0 :=
      (((hs.fun_pow 2).const_mul a).fun_add ((hc.fun_pow 2).const_mul b)).congr_deriv (by simp)
    have h01 : HasDerivAt (fun q => (a - b) * (Real.cos q * Real.sin q)) (a - b) 0 :=
      ((hc.fun_mul hs).const_mul (a - b)).congr_deriv (by simp)
    intro r s
    fin_cases r <;> fin_cases s
    · exact h00
    · exact h01
    · exact h01
    · exact h11
  · intro k
    refine hasDerivAt_pi.2 fun r => ?_
    fin_cases k <;> fin_cases r
    · exact hc
    · exact hs
    · exact hs.fun_neg
    · exact hc
  · intro i j h
    fin_cases i <;> fin_cases j <;> simp_all

end

end HerzbergTeller
```

```lean
#print axioms HerzbergTeller.herzberg_teller
-- 'HerzbergTeller.herzberg_teller' depends on axioms: [propext, Classical.choice, Quot.sound]
#print axioms HerzbergTeller.intensity_borrowing
-- 'HerzbergTeller.intensity_borrowing' depends on axioms: [propext, Classical.choice, Quot.sound]
#print axioms HerzbergTeller.forbidden_intensity
-- 'HerzbergTeller.forbidden_intensity' depends on axioms: [propext, Classical.choice, Quot.sound]
```
